# The Gibbs state of a finite spectrum in the zero-temperature limit: uniform ground-state weights and entropy ln g

## Weights, averages and entropy

Let \(E_i\) be finitely many real energies, where \(i\) labels the states of an orthonormal basis of energy eigenstates and not levels, so a degenerate level appears once for each of its basis states. The inverse temperature is \(b = 1/(k_B T)\). The partition function and the Gibbs weights are

\[
Z(b) = \sum_i e^{-bE_i}, \qquad p_i(b) = \frac{e^{-bE_i}}{Z(b)} .
\]

An observable with the expectation value \(A_i\) in state \(i\) has the thermal average \(\langle A\rangle_b = \sum_i p_i(b)\,A_i\). The internal energy is \(U(b) = \langle E\rangle_b\), and the entropy, in units of \(k_B\), is

\[
S(b) = -\sum_i p_i(b)\ln p_i(b), \qquad\text{with } 0\ln 0 = 0 .
\]

The least energy is \(E_0\), and \(g\) is the number of basis states that have it. The subscript in \(E_0\) marks the minimum; it is not a state label.

## What cooling does to a finite spectrum

As \(b\to\infty\), that is, as \(T\to 0\) from above,

\[
p_i(b) \to \begin{cases} 1/g & \text{if } E_i = E_0,\\ 0 & \text{if } E_i > E_0,\end{cases}
\qquad U(b)\to E_0, \qquad S(b)\to \ln g .
\]

In addition, \(S(b)\ge \ln g\) for every \(b\ge 0\), and \(S(b)\to 0\) exactly when \(g=1\).

This applies, for example, to the full spectrum of a small cluster model obtained by exact diagonalisation. For such a finite system with a degenerate ground level, the zero-temperature average of an observable is the mean of its expectation values in \(g\) orthonormal ground states, which can differ from the expectation value in a single ground-state vector returned by an eigensolver.

The limit \(\ln g\) is the residual entropy of one fixed, finite system. The third law for macroscopic matter concerns the entropy per particle when the system size goes to infinity before the temperature goes to zero, and a fixed finite spectrum does not settle that order of limits.

## Taking the limit with energies measured from the minimum

Multiply the numerator and denominator of \(p_i\) by \(e^{bE_0}\):

\[
p_i(b) = \frac{e^{-b(E_i-E_0)}}{\sum_j e^{-b(E_j-E_0)}} .
\]

For a ground state the exponent is zero and the factor is 1 at every \(b\). For an excited state \(E_i-E_0>0\), so the factor tends to 0. The denominator is a finite sum and therefore tends to \(g\), which is at least 1 because the minimum is attained. Dividing the limits gives \(1/g\) on ground states and 0 elsewhere.

A thermal average is a finite sum of weights times constants, so

\[
\langle A\rangle_b \to \frac1g\sum_{i:\,E_i=E_0} A_i .
\]

With \(A=E\), the right-hand side is \(gE_0/g = E_0\).

For the entropy, the function \(\eta(x) = -x\ln x\), with \(\eta(0)=0\), is continuous on \([0,\infty)\). Each excited state contributes \(\eta(0)=0\) in the limit, and each ground state contributes \(\eta(1/g) = (\ln g)/g\). There are \(g\) ground states, so \(S(b)\to\ln g\). Limits are unique, so \(S(b)\to 0\) requires \(\ln g=0\), which means \(g=1\); conversely, \(g=1\) gives the limit \(\ln 1=0\).

## Why the entropy never falls below ln g

Let \(b\ge 0\). In the shifted formula the numerator is at most 1, since \(E_i\ge E_0\). The denominator is at least \(g\), since each ground state contributes 1 and the other terms are positive. Hence \(p_i(b)\le 1/g\) for every state, and \(-\ln p_i(b)\ge\ln g\). Multiplying by \(p_i(b)\) and summing gives

\[
S(b) = \sum_i p_i(b)\bigl(-\ln p_i(b)\bigr) \ge \ln g\sum_i p_i(b) = \ln g .
\]

## A negative inverse temperature, and a single state

The bound can fail when \(b<0\). Take the energies \(0,0,1\), so that \(g=2\), and set \(b=-\ln 18\). The Boltzmann factors are \(1,1,18\) and the weights are \(1/20,\,1/20,\,9/10\). The entropy is

\[
S = \tfrac1{10}\ln 20 + \tfrac9{10}\ln\tfrac{10}{9} \approx 0.39,
\]

which is below \(\ln 2\approx 0.69\). At negative \(b\) the weight favours the top of the spectrum, whose degeneracy can be smaller than that of the ground level.

The smallest spectrum has one state. Its weight is 1, its internal energy is \(E_0\) and its entropy is 0 at every \(b\), so each limit is already reached and the entropy bound is an equality.

## The statement in Lean

The states form a finite type `ι`, and the spectrum is a function `E : ι → ℝ`. The definitions `partitionFunction`, `weight`, `thermalAverage`, `internalEnergy` and `entropy` are the formulas above. `Real.negMulLog` is \(\eta\), including its value 0 at 0. `degeneracy E E0` counts the states with energy `E0`; it is a natural number, converted to a real number where it enters a quotient or a logarithm.

The hypothesis `IsLeast (Set.range E) E0` says that `E0` is the energy of some state and that no state lies lower. It therefore also excludes an empty spectrum. The expression `Tendsto f atTop (𝓝 c)` says that \(f(b)\to c\) as \(b\to\infty\).

The theorem `zero_temperature_limit` joins four statements: the limit of each ground-state weight, the limit of each excited-state weight, and the limits of \(U\) and \(S\). The general average is in `tendsto_thermalAverage`, the lower bound in `log_degeneracy_le_entropy`, and the criterion for vanishing entropy in `entropy_tendsto_zero_iff`.

The spectrum is given as a list of numbers and is not derived from a Hamiltonian operator. It does not depend on \(b\). Infinite spectra and rates of convergence are not treated.

```lean
import Mathlib

open Filter Topology

namespace GibbsZeroTemperature

noncomputable section

variable {ι : Type*} [Fintype ι]

/-- The partition function `Z(b) = ∑ exp(-b E_i)` at inverse temperature `b`. -/
def partitionFunction (E : ι → ℝ) (b : ℝ) : ℝ := ∑ i, Real.exp (-b * E i)

/-- The Gibbs weight `exp(-b E_i) / Z(b)` of state `i` of a finite nonempty spectrum. -/
def weight (E : ι → ℝ) (b : ℝ) (i : ι) : ℝ := Real.exp (-b * E i) / partitionFunction E b

/-- The thermal average of an observable that takes the value `A i` in state `i`. -/
def thermalAverage (E A : ι → ℝ) (b : ℝ) : ℝ := ∑ i, weight E b i * A i

/-- The internal energy `U(b)`, the thermal average of the energy. -/
def internalEnergy (E : ι → ℝ) (b : ℝ) : ℝ := thermalAverage E E b

/-- The Gibbs entropy `S(b) = -∑ p_i ln p_i`, in units of Boltzmann's constant. -/
def entropy (E : ι → ℝ) (b : ℝ) : ℝ := ∑ i, Real.negMulLog (weight E b i)

/-- The number of states with energy `e`. -/
def degeneracy (E : ι → ℝ) (e : ℝ) : ℕ := (Finset.univ.filter (fun i => E i = e)).card

/-- The lowest energy of a finite spectrum belongs to at least one state. -/
theorem degeneracy_pos {E : ι → ℝ} {E0 : ℝ} (h : IsLeast (Set.range E) E0) :
    0 < degeneracy E E0 := by
  obtain ⟨i, hi⟩ := h.1
  unfold degeneracy
  exact Finset.card_pos.mpr ⟨i, Finset.mem_filter.mpr ⟨Finset.mem_univ i, hi⟩⟩

/-- The Gibbs weights do not change when all energies are measured from a reference `E0`. -/
theorem weight_eq_shifted (E : ι → ℝ) (E0 b : ℝ) (i : ι) :
    weight E b i = Real.exp (-b * (E i - E0)) / ∑ j, Real.exp (-b * (E j - E0)) := by
  have h : ∀ j, Real.exp (-b * (E j - E0)) = Real.exp (b * E0) * Real.exp (-b * E j) := by
    intro j
    rw [← Real.exp_add]
    congr 1
    ring
  simp only [weight, partitionFunction, h]
  rw [← Finset.mul_sum, mul_div_mul_left _ _ (Real.exp_ne_zero _)]

/-- For an energy `e ≥ E0`, the Boltzmann factor `exp(-b (e - E0))` tends to 1 if `e = E0`
and to 0 otherwise, as `b` tends to infinity. -/
theorem tendsto_boltzmann {e E0 : ℝ} (h : E0 ≤ e) :
    Tendsto (fun b : ℝ => Real.exp (-b * (e - E0))) atTop
      (𝓝 (if e = E0 then 1 else 0)) := by
  split_ifs with he
  · simp [he]
  · have hpos : 0 < e - E0 := sub_pos.mpr (lt_of_le_of_ne h (Ne.symm he))
    have key := Real.tendsto_exp_neg_atTop_nhds_zero.comp
      (tendsto_id.atTop_mul_const hpos)
    refine key.congr (fun b => ?_)
    simp only [Function.comp_apply, id, neg_mul]

/-- As `b` tends to infinity, the Gibbs weight of a state tends to `1/g` if its energy is the
minimum `E0`, of degeneracy `g`, and to 0 otherwise. -/
theorem tendsto_weight {E : ι → ℝ} {E0 : ℝ} (h : IsLeast (Set.range E) E0) (i : ι) :
    Tendsto (fun b => weight E b i) atTop
      (𝓝 (if E i = E0 then 1 / (degeneracy E E0 : ℝ) else 0)) := by
  have hle : ∀ j, E0 ≤ E j := fun j => h.2 ⟨j, rfl⟩
  have hg : (degeneracy E E0 : ℝ) ≠ 0 := by exact_mod_cast (degeneracy_pos h).ne'
  -- the shifted partition function counts the ground states in the limit
  have hZ : Tendsto (fun b : ℝ => ∑ j, Real.exp (-b * (E j - E0))) atTop
      (𝓝 (degeneracy E E0 : ℝ)) := by
    have hc : (degeneracy E E0 : ℝ) = ∑ j, if E j = E0 then (1 : ℝ) else 0 := by
      simp [degeneracy]
    rw [hc]
    exact tendsto_finsetSum _ (fun j _ => tendsto_boltzmann (hle j))
  have hlim : (if E i = E0 then 1 / (degeneracy E E0 : ℝ) else 0)
      = (if E i = E0 then 1 else 0) / (degeneracy E E0 : ℝ) := by
    split_ifs <;> simp
  rw [hlim]
  exact ((tendsto_boltzmann (hle i)).div hZ hg).congr
    (fun b => (weight_eq_shifted E E0 b i).symm)

/-- As `b` tends to infinity, the thermal average of an observable diagonal in the energy
states tends to its uniform average over the states of minimal energy `E0`. -/
theorem tendsto_thermalAverage {E : ι → ℝ} {E0 : ℝ} (h : IsLeast (Set.range E) E0)
    (A : ι → ℝ) :
    Tendsto (thermalAverage E A) atTop
      (𝓝 ((∑ i ∈ Finset.univ.filter (fun i => E i = E0), A i) / (degeneracy E E0 : ℝ))) := by
  have hs : (∑ i ∈ Finset.univ.filter (fun i => E i = E0), A i) / (degeneracy E E0 : ℝ)
      = ∑ i, (if E i = E0 then 1 / (degeneracy E E0 : ℝ) else 0) * A i := by
    rw [Finset.sum_div, Finset.sum_filter]
    refine Finset.sum_congr rfl (fun i _ => ?_)
    split_ifs <;> ring
  rw [hs]
  exact tendsto_finsetSum _ (fun i _ => (tendsto_weight h i).mul_const (A i))

/-- As `b` tends to infinity, the entropy tends to `ln g`, where `g` is the degeneracy of the
minimal energy `E0`. -/
theorem tendsto_entropy {E : ι → ℝ} {E0 : ℝ} (h : IsLeast (Set.range E) E0) :
    Tendsto (entropy E) atTop (𝓝 (Real.log (degeneracy E E0))) := by
  have hg : (degeneracy E E0 : ℝ) ≠ 0 := by exact_mod_cast (degeneracy_pos h).ne'
  have hterm : ∀ i, Real.negMulLog (if E i = E0 then 1 / (degeneracy E E0 : ℝ) else 0)
      = if E i = E0 then Real.log (degeneracy E E0) / (degeneracy E E0 : ℝ) else 0 := by
    intro i
    split_ifs
    · rw [Real.negMulLog, one_div, Real.log_inv]
      ring
    · simp
  -- the entropy of the uniform distribution on the ground states
  have hs : Real.log (degeneracy E E0)
      = ∑ i, Real.negMulLog (if E i = E0 then 1 / (degeneracy E E0 : ℝ) else 0) := by
    simp only [hterm]
    rw [← Finset.sum_filter, Finset.sum_const, nsmul_eq_mul]
    change _ = (degeneracy E E0 : ℝ) * _
    field_simp
  rw [hs]
  exact tendsto_finsetSum _ (fun i _ =>
    (Real.continuous_negMulLog.tendsto _).comp (tendsto_weight h i))

/-- Zero-temperature limit of the Gibbs state: for a finite spectrum with minimum `E0` of
degeneracy `g`, as `b` tends to infinity the weights tend to `1/g` on ground states and to 0
elsewhere, the internal energy tends to `E0`, and the entropy tends to `ln g`. -/
theorem zero_temperature_limit {E : ι → ℝ} {E0 : ℝ} (h : IsLeast (Set.range E) E0) :
    (∀ i, E i = E0 →
      Tendsto (fun b => weight E b i) atTop (𝓝 (1 / (degeneracy E E0 : ℝ)))) ∧
    (∀ i, E i ≠ E0 → Tendsto (fun b => weight E b i) atTop (𝓝 0)) ∧
    Tendsto (internalEnergy E) atTop (𝓝 E0) ∧
    Tendsto (entropy E) atTop (𝓝 (Real.log (degeneracy E E0))) := by
  refine ⟨fun i hi => ?_, fun i hi => ?_, ?_, tendsto_entropy h⟩
  · have hw := tendsto_weight h i
    rwa [if_pos hi] at hw
  · have hw := tendsto_weight h i
    rwa [if_neg hi] at hw
  · -- the energy is constant on the ground states
    have hg : (degeneracy E E0 : ℝ) ≠ 0 := by exact_mod_cast (degeneracy_pos h).ne'
    have hs : ∑ i ∈ Finset.univ.filter (fun i => E i = E0), E i
        = (degeneracy E E0 : ℝ) * E0 := by
      rw [degeneracy, ← nsmul_eq_mul, ← Finset.sum_const]
      exact Finset.sum_congr rfl (fun i hi => (Finset.mem_filter.mp hi).2)
    have hU := tendsto_thermalAverage h E
    rw [hs, mul_div_cancel_left₀ E0 hg] at hU
    exact hU

/-- At every inverse temperature `b ≥ 0` the entropy is at least `ln g`, where `g` is the
degeneracy of the minimal energy `E0`. -/
theorem log_degeneracy_le_entropy {E : ι → ℝ} {E0 b : ℝ} (h : IsLeast (Set.range E) E0)
    (hb : 0 ≤ b) : Real.log (degeneracy E E0) ≤ entropy E b := by
  have hle : ∀ j, E0 ≤ E j := fun j => h.2 ⟨j, rfl⟩
  have hg : (0 : ℝ) < degeneracy E E0 := by exact_mod_cast degeneracy_pos h
  obtain ⟨k, -⟩ := h.1
  have hZ : 0 < partitionFunction E b :=
    Finset.sum_pos (fun i _ => Real.exp_pos _) ⟨k, Finset.mem_univ k⟩
  have hsum : ∑ i, weight E b i = 1 := by
    simp only [weight]
    rw [← Finset.sum_div]
    exact div_self hZ.ne'
  have hden : (degeneracy E E0 : ℝ) ≤ ∑ j, Real.exp (-b * (E j - E0)) := by
    have hc : (degeneracy E E0 : ℝ) = ∑ j, if E j = E0 then (1 : ℝ) else 0 := by
      simp [degeneracy]
    rw [hc]
    refine Finset.sum_le_sum (fun j _ => ?_)
    split_ifs with hj
    · simp [hj]
    · exact (Real.exp_pos _).le
  -- no state is more probable than 1/g
  have hp : ∀ i, weight E b i ≤ 1 / (degeneracy E E0 : ℝ) := by
    intro i
    rw [weight_eq_shifted E E0]
    refine div_le_div₀ zero_le_one (Real.exp_le_one_iff.mpr ?_) hg hden
    nlinarith [mul_nonneg hb (sub_nonneg.mpr (hle i))]
  rw [← one_mul (Real.log _), ← hsum, Finset.sum_mul]
  refine Finset.sum_le_sum (fun i _ => ?_)
  have hpos : 0 < weight E b i := div_pos (Real.exp_pos _) hZ
  have hlog := Real.log_le_log hpos (hp i)
  rw [one_div, Real.log_inv] at hlog
  rw [Real.negMulLog]
  nlinarith [mul_le_mul_of_nonneg_left hlog hpos.le]

/-- The entropy of a finite spectrum tends to zero as `b` tends to infinity exactly when the
minimal energy `E0` is nondegenerate. -/
theorem entropy_tendsto_zero_iff {E : ι → ℝ} {E0 : ℝ} (h : IsLeast (Set.range E) E0) :
    Tendsto (entropy E) atTop (𝓝 0) ↔ degeneracy E E0 = 1 := by
  constructor
  · intro h0
    have hlog := tendsto_nhds_unique (tendsto_entropy h) h0
    have hg : (0 : ℝ) < degeneracy E E0 := by exact_mod_cast degeneracy_pos h
    have h1 : (degeneracy E E0 : ℝ) = 1 := by
      rw [← Real.exp_log hg, hlog, Real.exp_zero]
    exact_mod_cast h1
  · intro h1
    have hS := tendsto_entropy h
    rwa [h1, Nat.cast_one, Real.log_one] at hS

end

end GibbsZeroTemperature
```

```lean
#print axioms GibbsZeroTemperature.zero_temperature_limit
-- 'GibbsZeroTemperature.zero_temperature_limit' depends on axioms: [propext, Classical.choice, Quot.sound]
#print axioms GibbsZeroTemperature.log_degeneracy_le_entropy
-- 'GibbsZeroTemperature.log_degeneracy_le_entropy' depends on axioms: [propext, Classical.choice, Quot.sound]
#print axioms GibbsZeroTemperature.entropy_tendsto_zero_iff
-- 'GibbsZeroTemperature.entropy_tendsto_zero_iff' depends on axioms: [propext, Classical.choice, Quot.sound]
```

## From Boltzmann factors to the four limits

`degeneracy_pos` takes the state that attains the minimum and concludes \(g>0\), which later permits division by \(g\). `weight_eq_shifted` is the change of energy origin: it writes each shifted factor as \(e^{bE_0}e^{-bE_j}\), takes the common factor out of the sum and cancels it.

`tendsto_boltzmann` treats a single factor. `split_ifs` separates the ground and excited cases. In the excited case, the limit \(\exp(-x)\to 0\) as \(x\to\infty\) is composed with \(x=b(e-E_0)\), where \(e\) is the energy of the state, as in the Lean statement; this \(x\) tends to infinity because the gap is positive.

In `tendsto_weight`, the step `hZ` writes \(g\) as a sum of ones over ground states and zeros over excited states, then takes the limit of the shifted partition function term by term with `tendsto_finsetSum`. The limit of the quotient follows from `div`, and `congr` carries the result back to the original weights.

`tendsto_thermalAverage` multiplies each of these limits by the constant \(A_i\) and adds them. In `tendsto_entropy`, `hterm` evaluates \(\eta\) at the limiting weights and `hs` sums the values to \(\ln g\); the limit itself comes from the continuity of `Real.negMulLog`. `zero_temperature_limit` then collects the results, with \(U\to E_0\) obtained by setting \(A=E\) and using that the energy is constant on the ground states.

## From the weight bound to the entropy bound

The proof of `log_degeneracy_le_entropy` has three preparatory steps: `hsum` is normalisation, `hden` bounds the shifted partition function below by \(g\), and `hp` combines this with the bound on the numerator to give \(p_i\le 1/g\). The assumption `hb` enters in `hp`, where it makes the exponent nonpositive. The proof then writes \(\ln g\) as \(\sum_i p_i\ln g\) and compares the two sums term by term, using the monotonicity of the logarithm.

For `entropy_tendsto_zero_iff`, the forward direction uses `tendsto_nhds_unique` to obtain \(\ln g=0\) and exponentiates to get \(g=1\). The reverse direction substitutes \(g=1\) into the entropy limit.
